# Euler's formula for the exponential of a 2 × 2 complex matrix whose square is −1

For a 2 × 2 complex matrix X with X² = −1 and any real t, the lemma states that exp(tX) = cos t · 1 + sin t · X. In physics this covers spin-½ rotations: X = −i n·σ, with n a real unit vector and σ the Pauli matrices, satisfies the hypothesis, and exp(tX) is then the rotation by angle 2t about n. Nothing is assumed of X beyond X² = −1. The attempt shows that exp(sX)(cos s · 1 − sin s · X) has zero derivative in s, so that it keeps its value 1 from s = 0. It then uses (cos t · 1 − sin t · X)(cos t · 1 + sin t · X) = 1 to solve for exp(tX).

In Lean, a first try:

```lean
import Mathlib

open Matrix Filter Topology
open scoped Matrix.Norms.Operator

namespace ExpSmulOfSqEqNegOne

noncomputable section

/-- Euler's formula for a matrix `X` with `X² = -1`: `exp(t X) = cos t + sin t X`. -/
theorem exp_smul_of_sq_eq_neg_one (X : Matrix (Fin 2) (Fin 2) ℂ) (hX : X * X = -1) (t : ℝ) :
    NormedSpace.exp (t • X) =
      Real.cos t • (1 : Matrix (Fin 2) (Fin 2) ℂ) + Real.sin t • X := by
  have hR : ∀ s : ℝ, HasDerivAt
      (fun s : ℝ => Real.cos s • (1 : Matrix (Fin 2) (Fin 2) ℂ) - Real.sin s • X)
      ((-Real.sin s) • (1 : Matrix (Fin 2) (Fin 2) ℂ) - Real.cos s • X) s := fun s =>
    ((Real.hasDerivAt_cos s).smul_const _).fun_sub ((Real.hasDerivAt_sin s).smul_const X)
  -- the product of exp(sX) with the inverse rotation does not depend on s
  have hG : ∀ s : ℝ, HasDerivAt (fun s : ℝ => NormedSpace.exp (s • X) *
      (Real.cos s • (1 : Matrix (Fin 2) (Fin 2) ℂ) - Real.sin s • X)) 0 s := by
    intro s
    refine ((hasDerivAt_exp_smul_const X s).fun_mul (hR s)).congr_deriv ?_
    have h0 : X * (Real.cos s • (1 : Matrix (Fin 2) (Fin 2) ℂ) - Real.sin s • X)
        + ((-Real.sin s) • (1 : Matrix (Fin 2) (Fin 2) ℂ) - Real.cos s • X) = 0 := by
      rw [mul_sub, mul_smul_comm, mul_smul_comm, mul_one, hX]
      module
    rw [mul_assoc, ← mul_add, h0, mul_zero]
  have hc := is_const_of_deriv_eq_zero (fun s => (hG s).differentiableAt)
    (fun s => (hG s).deriv) t 0
  simp only [zero_smul, NormedSpace.exp_zero, Real.cos_zero, Real.sin_zero, one_smul,
    sub_zero, mul_one] at hc
  have hinv : (Real.cos t • (1 : Matrix (Fin 2) (Fin 2) ℂ) - Real.sin t • X) *
      (Real.cos t • (1 : Matrix (Fin 2) (Fin 2) ℂ) + Real.sin t • X) = 1 := by
    simp only [sub_mul, mul_add, smul_mul_assoc, mul_smul_comm, one_mul, mul_one, hX]
    linear_combination (norm := module)
      (Real.sin_sq_add_cos_sq t) • (1 : Matrix (Fin 2) (Fin 2) ℂ)
  rw [← mul_one (NormedSpace.exp (t • X)), ← hinv, ← mul_assoc, hc, one_mul]

end

end ExpSmulOfSqEqNegOne
```

Messages:

```
Main.lean:13:70: error: unsolved goals
X : Matrix (Fin 2) (Fin 2) ℂ
hX : X * X = -1
t : ℝ
hR : ∀ (s : ℝ), HasDerivAt (fun s => Real.cos s • 1 - Real.sin s • X) (-Real.sin s • 1 - Real.cos s • X) s
hG : ∀ (s : ℝ), HasDerivAt (fun s => NormedSpace.exp (s • X) * (Real.cos s • 1 - Real.sin s • X)) 0 s
hc : NormedSpace.exp (t • X) * (Real.cos t • 1 - Real.sin t • X) = 1
hinv : (Real.cos t • 1 - Real.sin t • X) * (Real.cos t • 1 + Real.sin t • X) = 1
⊢ Real.cos t • 1 + Real.sin t • X =
    Real.cos t • ((Real.cos t • 1 - Real.sin t • X) * (Real.cos t • 1 + Real.sin t • X)) + Real.sin t • X
```

After these edits no error is left:

```diff
@@ -35,5 +35,11 @@
     linear_combination (norm := module)
       (Real.sin_sq_add_cos_sq t) • (1 : Matrix (Fin 2) (Fin 2) ℂ)
-  rw [← mul_one (NormedSpace.exp (t • X)), ← hinv, ← mul_assoc, hc, one_mul]
+  calc NormedSpace.exp (t • X)
+      = NormedSpace.exp (t • X) *
+        ((Real.cos t • (1 : Matrix (Fin 2) (Fin 2) ℂ) - Real.sin t • X) *
+          (Real.cos t • (1 : Matrix (Fin 2) (Fin 2) ℂ) + Real.sin t • X)) := by
+        rw [hinv, mul_one]
+    _ = Real.cos t • (1 : Matrix (Fin 2) (Fin 2) ℂ) + Real.sin t • X := by
+        rw [← mul_assoc, hc, one_mul]
 
 end
```

What went wrong. The one error is a goal left open after the final `rw`; the facts `hc` and `hinv` it relies on are already proved. The step `← hinv` replaces the identity matrix by the product in `hinv`. It was meant for the `1` that `← mul_one` had just put beside the exponential, but `rw` rewrites every instance of its pattern, and the right-hand side contains the same matrix `1` in `Real.cos t • 1`. That one was expanded too. The remaining steps reduce the left side to the desired expression, but the right side still carries the product, and the `rfl` that `rw` tries at the end does not close the goal.

The `calc` writes out the intermediate expression, with the product only beside the exponential. Its first step uses `hinv` forwards, turning that product into `1`, which `mul_one` removes. Its second regroups with `← mul_assoc` and applies `hc` and `one_mul`, as before. Neither step expands a `1`, so `Real.cos t • 1` stays intact.
